# Zero row sums and negative semidefiniteness of the bare site-response matrix for site operators that sum to the identity

Linear-response calculations of a Hubbard $U$ invert a matrix of site-occupation responses. If the site operators add up to the identity and the number of electrons is fixed, the bare, non-interacting matrix has no inverse: a numerical routine either fails or returns entries dominated by rounding error. The cause is that a uniform potential moves no charge, so the occupations cannot reveal it.

Let $E$ be a complex inner product space of any dimension, with finitely many occupied orbitals $u_i$ at real energies $e_i$ and empty orbitals $w_a$ at real energies $f_a$. In Lean, `O`, `V` and `S` label occupied orbitals, empty orbitals and sites.

```lean
import Mathlib

open scoped InnerProductSpace ComplexConjugate

namespace HubbardSiteResponse

noncomputable section

variable {E O V S : Type*} [NormedAddCommGroup E] [InnerProductSpace ℂ E]
  [Fintype O] [Fintype V]
```

## The response matrix

For site operators $P_I$ and one electron per occupied orbital, the occupation of site $I$ is $\sum_i\langle u_i,P_Iu_i\rangle$. For its change per unit strength of a perturbation $P_J$, first-order perturbation theory suggests the definition

$$\chi_{IJ}=\sum_{i,a}\frac{2\,\mathrm{Re}\big(\langle u_i,P_Iw_a\rangle\langle w_a,P_Ju_i\rangle\big)}{e_i-f_a}.$$

The factor 2 comes from adding the complex conjugate, not from spin. The formula is taken as given: no Hamiltonian appears, and screening by electron interaction is absent. It has its physical meaning only for orthonormal orbitals and $e_i\neq f_a$.

```lean
/-- The bare response matrix of the site occupations, for occupied orbitals `u` with energies `e`,
empty orbitals `w` with energies `f` and site operators `P`. It has physical meaning only if `e i ≠
f a` for all `i` and `a`. -/
def chi (u : O → E) (w : V → E) (e : O → ℝ) (f : V → ℝ) (P : S → E →ₗ[ℂ] E) :
    Matrix S S ℝ :=
  Matrix.of fun I J => ∑ i, ∑ a,
    2 * (⟪u i, P I (w a)⟫_ℂ * ⟪w a, P J (u i)⟫_ℂ).re / (e i - f a)
```

## Symmetry

`IsSymmetric` means $\langle P_Ix,y\rangle=\langle x,P_Iy\rangle$, the Hermitian condition. The $P_I$ need not be projectors. With $z_I=\langle u_i,P_Iw_a\rangle$ it gives $\langle w_a,P_Iu_i\rangle=\overline{z_I}$, and

$$\mathrm{Re}(z_I\overline{z_J})=\mathrm{Re}(z_J\overline{z_I}).$$

The local fact `h` is this conjugation; `ring` compares the real parts.

```lean
variable {u : O → E} {w : V → E} {e : O → ℝ} {f : V → ℝ} {P : S → E →ₗ[ℂ] E}

/-- For symmetric site operators, the response of site `I` to a potential on site `J` equals the
response of site `J` to the same potential on site `I`. -/
theorem chi_symm (hP : ∀ I, (P I).IsSymmetric) (I J : S) :
    chi u w e f P I J = chi u w e f P J I := by
  simp only [chi, Matrix.of_apply]
  refine Finset.sum_congr rfl fun i _ => Finset.sum_congr rfl fun a _ => ?_
  -- the two transition amplitudes are complex conjugates
  have h : ∀ K, ⟪w a, P K (u i)⟫_ℂ = conj ⟪u i, P K (w a)⟫_ℂ := fun K => by
    rw [inner_conj_symm]
    exact (hP K _ _).symm
  rw [h I, h J]
  simp only [Complex.mul_re, Complex.conj_re, Complex.conj_im]
  ring
```

## The sign of the quadratic form

For real potentials $v_I$, expanding a squared modulus gives

$$\Big|\sum_I v_Iz_I\Big|^2=\sum_{I,J}v_Iv_J\,\mathrm{Re}(z_I\overline{z_J}).$$

```lean
variable [Fintype S]

/-- The squared modulus of a real combination of complex amplitudes is a double sum of their
interference terms. -/
theorem norm_sq_sum (v : S → ℝ) (z : S → ℂ) :
    ‖∑ I, (v I : ℂ) * z I‖ ^ 2 = ∑ I, ∑ J, v I * v J * (z I * conj (z J)).re := by
  rw [← Complex.normSq_eq_norm_sq, Complex.normSq_apply, Complex.re_sum, Complex.im_sum,
    Finset.sum_mul_sum, Finset.sum_mul_sum, ← Finset.sum_add_distrib]
  refine Finset.sum_congr rfl fun I _ => ?_
  rw [← Finset.sum_add_distrib]
  refine Finset.sum_congr rfl fun J _ => ?_
  simp only [Complex.mul_re, Complex.mul_im, Complex.ofReal_re, Complex.ofReal_im,
    Complex.conj_re, Complex.conj_im]
  ring
```

Applying this to each occupied-empty pair yields

$$\sum_{I,J}v_I\chi_{IJ}v_J=\sum_{i,a}\frac{2\,\big|\langle u_i,\sum_Iv_IP_Iw_a\rangle\big|^2}{e_i-f_a}.$$

In the proof, `hswap` moves the orbital sums outside the site sums, and `inner_sum` takes the site sum out of the inner product. If $e_i<f_a$ for every pair, each term is nonpositive.

```lean
/-- For symmetric site operators, the quadratic form of the response matrix is a sum over
occupied-empty pairs of twice the squared transition amplitudes of the potential `∑ v I P I`,
divided by the energy differences. -/
theorem quadratic_form (hP : ∀ I, (P I).IsSymmetric) (v : S → ℝ) :
    ∑ I, ∑ J, v I * chi u w e f P I J * v J =
      ∑ i, ∑ a, 2 * ‖⟪u i, ∑ I, (v I : ℂ) • P I (w a)⟫_ℂ‖ ^ 2 / (e i - f a) := by
  have hswap : ∀ F : S → S → O → V → ℝ,
      ∑ I, ∑ J, ∑ i, ∑ a, F I J i a = ∑ i, ∑ a, ∑ I, ∑ J, F I J i a := fun F => by
    calc ∑ I, ∑ J, ∑ i, ∑ a, F I J i a
        = ∑ I, ∑ i, ∑ J, ∑ a, F I J i a :=
          Finset.sum_congr rfl fun _ _ => Finset.sum_comm
      _ = ∑ i, ∑ I, ∑ J, ∑ a, F I J i a := Finset.sum_comm
      _ = ∑ i, ∑ I, ∑ a, ∑ J, F I J i a :=
          Finset.sum_congr rfl fun _ _ => Finset.sum_congr rfl fun _ _ => Finset.sum_comm
      _ = ∑ i, ∑ a, ∑ I, ∑ J, F I J i a :=
          Finset.sum_congr rfl fun _ _ => Finset.sum_comm
  simp only [chi, Matrix.of_apply, Finset.mul_sum, Finset.sum_mul]
  refine (hswap fun I J i a => v I *
    (2 * (⟪u i, P I (w a)⟫_ℂ * ⟪w a, P J (u i)⟫_ℂ).re / (e i - f a)) * v J).trans ?_
  refine Finset.sum_congr rfl fun i _ => Finset.sum_congr rfl fun a _ => ?_
  -- expand the squared amplitude of one occupied-empty pair
  have h : ‖∑ I, (v I : ℂ) * ⟪u i, P I (w a)⟫_ℂ‖ ^ 2 =
      ∑ I, ∑ J, v I * v J * (⟪u i, P I (w a)⟫_ℂ * conj ⟪u i, P J (w a)⟫_ℂ).re :=
    norm_sq_sum v _
  rw [inner_sum]
  simp only [inner_smul_right]
  rw [h, Finset.mul_sum, Finset.sum_div]
  refine Finset.sum_congr rfl fun I _ => ?_
  rw [Finset.mul_sum, Finset.sum_div]
  refine Finset.sum_congr rfl fun J _ => ?_
  rw [inner_conj_symm, hP J (w a) (u i)]
  ring
```

## Response to a uniform potential

Suppose $\sum_JP_J=1$ and $\langle u_i,w_a\rangle=0$. Then

$$\sum_J\langle w_a,P_Ju_i\rangle=\langle w_a,u_i\rangle=0,$$

so every term of $\sum_J\chi_{IJ}$ vanishes. This step needs neither Hermitian operators nor a gap.

```lean
/-- If the site operators add up to the identity and occupied orbitals are orthogonal to empty ones,
each row of the response matrix sums to zero. -/
theorem row_sum (horth : ∀ i a, ⟪u i, w a⟫_ℂ = 0) (hsum : ∑ J, P J = LinearMap.id) (I : S) :
    ∑ J, chi u w e f P I J = 0 := by
  simp only [chi, Matrix.of_apply]
  rw [Finset.sum_comm]
  refine Finset.sum_eq_zero fun i _ => ?_
  rw [Finset.sum_comm]
  refine Finset.sum_eq_zero fun a _ => ?_
  -- a uniform potential drives no transition
  have h : ∑ J, ⟪w a, P J (u i)⟫_ℂ = 0 := by
    rw [← inner_sum, ← LinearMap.sum_apply, hsum, LinearMap.id_apply]
    exact inner_eq_zero_symm.mp (horth i a)
  rw [← Finset.sum_div, ← Finset.mul_sum, ← Complex.re_sum, ← Finset.mul_sum, h]
  simp
```

The main theorem combines the three properties. Its hypotheses are Hermitian site operators (`hP`), every occupied level below every empty one (`hgap`), orthogonality between the two sets (`horth`) and completeness of the sites (`hsum`). The proof does not use orthonormality within each set, although the physical meaning of the formula does.

```lean
/-- With all occupied levels below all empty ones, occupied orbitals orthogonal to empty ones, and
symmetric site operators that add up to the identity, the response matrix is symmetric and negative
semidefinite, and its rows sum to zero. -/
theorem site_response (hP : ∀ I, (P I).IsSymmetric) (hgap : ∀ i a, e i < f a)
    (horth : ∀ i a, ⟪u i, w a⟫_ℂ = 0) (hsum : ∑ J, P J = LinearMap.id) :
    (chi u w e f P).IsSymm ∧
      (∀ v : S → ℝ, ∑ I, ∑ J, v I * chi u w e f P I J * v J ≤ 0) ∧
      ∀ I, ∑ J, chi u w e f P I J = 0 := by
  refine ⟨Matrix.IsSymm.ext fun I J => chi_symm hP J I, fun v => ?_, row_sum horth hsum⟩
  rw [quadratic_form hP]
  exact Finset.sum_nonpos fun i _ => Finset.sum_nonpos fun a _ =>
    div_nonpos_of_nonneg_of_nonpos (by positivity) (sub_nonpos.mpr (hgap i a).le)
```

## Only potential differences matter

Expand the square:

$$\sum_{I,J}\chi_{IJ}(v_I-v_J)^2=\sum_{I,J}\chi_{IJ}v_I^2+\sum_{I,J}\chi_{IJ}v_J^2-2\sum_{I,J}v_I\chi_{IJ}v_J.$$

The first sum on the right vanishes by the row sums (`h1`), the second by the column sums, which symmetry supplies (`h2`). Hence

$$\sum_{I,J}v_I\chi_{IJ}v_J=-\tfrac12\sum_{I,J}\chi_{IJ}(v_I-v_J)^2.$$

```lean
/-- If the site operators are symmetric and add up to the identity, and occupied orbitals are
orthogonal to empty ones, the quadratic form of the response matrix is minus half the sum of its
entries times the squared potential differences between sites. -/
theorem pairwise_form (hP : ∀ I, (P I).IsSymmetric) (horth : ∀ i a, ⟪u i, w a⟫_ℂ = 0)
    (hsum : ∑ J, P J = LinearMap.id) (v : S → ℝ) :
    ∑ I, ∑ J, v I * chi u w e f P I J * v J =
      -(1 / 2) * ∑ I, ∑ J, chi u w e f P I J * (v I - v J) ^ 2 := by
  have h1 : ∑ I, ∑ J, chi u w e f P I J * v I ^ 2 = 0 :=
    Finset.sum_eq_zero fun I _ => by
      rw [← Finset.sum_mul, row_sum horth hsum, zero_mul]
  have h2 : ∑ I, ∑ J, chi u w e f P I J * v J ^ 2 = 0 := by
    rw [Finset.sum_comm]
    refine Finset.sum_eq_zero fun J _ => ?_
    have hcol : ∑ I, chi u w e f P I J = 0 :=
      (Finset.sum_congr rfl fun I _ => chi_symm hP I J).trans (row_sum horth hsum J)
    rw [← Finset.sum_mul, hcol, zero_mul]
  -- expand the square; only the cross term survives
  have h3 : ∑ I, ∑ J, chi u w e f P I J * (v I - v J) ^ 2 =
      ∑ I, ∑ J, chi u w e f P I J * v I ^ 2 + ∑ I, ∑ J, chi u w e f P I J * v J ^ 2
        - 2 * ∑ I, ∑ J, v I * chi u w e f P I J * v J := by
    simp only [Finset.mul_sum, ← Finset.sum_add_distrib, ← Finset.sum_sub_distrib]
    refine Finset.sum_congr rfl fun I _ => Finset.sum_congr rfl fun J _ => ?_
    ring
  linarith
```

Zero row sums also say that $\chi$ sends the vector $(1,\dots,1)$ to zero. With at least one site this vector is nonzero, so $\det\chi=0$.

```lean
/-- With at least one site, site operators that add up to the identity and occupied orbitals
orthogonal to empty ones, the response matrix has determinant zero. -/
theorem det_chi [DecidableEq S] [Nonempty S] (horth : ∀ i a, ⟪u i, w a⟫_ℂ = 0)
    (hsum : ∑ J, P J = LinearMap.id) : (chi u w e f P).det = 0 := by
  refine Matrix.exists_mulVec_eq_zero_iff.mp ⟨fun _ => 1, fun h => ?_, ?_⟩
  · exact one_ne_zero (congrFun h (Classical.arbitrary S))
  · funext I
    simpa [Matrix.mulVec, dotProduct] using row_sum (e := e) (f := f) horth hsum I
```

For two sites, numbered 0 and 1 as in Lean, the row sums give $\chi_{01}=-\chi_{00}$ and $\chi_{11}=-\chi_{10}$. Symmetry then gives $\chi_{11}=\chi_{00}$, so

$$\chi=\chi_{00}\begin{pmatrix}1&-1\\-1&1\end{pmatrix}.$$

```lean
/-- For two sites whose operators are symmetric and add up to the identity, and occupied orbitals
orthogonal to empty ones, the response matrix is its first diagonal entry times the matrix with rows
`(1, -1)` and `(-1, 1)`. -/
theorem two_site {Q : Fin 2 → E →ₗ[ℂ] E} (hQ : ∀ I, (Q I).IsSymmetric)
    (horth : ∀ i a, ⟪u i, w a⟫_ℂ = 0) (hsum : ∑ J, Q J = LinearMap.id) :
    chi u w e f Q = chi u w e f Q 0 0 • !![1, -1; -1, 1] := by
  have h0 := row_sum (e := e) (f := f) horth hsum 0
  have h1 := row_sum (e := e) (f := f) horth hsum 1
  have hs := chi_symm (u := u) (w := w) (e := e) (f := f) hQ 0 1
  rw [Fin.sum_univ_two] at h0 h1
  ext i j
  fin_cases i <;> fin_cases j <;> simp <;> linarith
```

## A dimer in numbers

Let $P_0$ and $P_1$ project onto the two sites of a dimer.

```lean
/-- The projector onto one site of a two-site model. -/
def siteProj (I : Fin 2) : EuclideanSpace ℂ (Fin 2) →ₗ[ℂ] EuclideanSpace ℂ (Fin 2) where
  toFun x := WithLp.toLp 2 fun k => if k = I then x.ofLp k else 0
  map_add' x y := by
    ext k
    by_cases h : k = I <;> simp [h]
  map_smul' c x := by
    ext k
    by_cases h : k = I <;> simp [h]
```

Take $u=(3/5,4/5)$ at energy $-1$ and $w=(4/5,-3/5)$ at energy $1$. They are orthogonal, since $12/25-12/25=0$. The amplitude on site 0 is $\langle u,P_0w\rangle=12/25$, so

$$\chi_{00}=\frac{2\,(12/25)^2}{-1-1}=-\frac{144}{625}.$$

Raising the potential on site 0 lowers its occupation, and the two-site form gives $\chi_{10}=+144/625$: the charge goes to site 1.

```lean
/-- In a two-site model the site projectors are symmetric and add up to the identity, the orbitals
`(3/5, 4/5)` and `(4/5, -3/5)` are orthogonal, and with energies `-1` and `1` the first diagonal
response is `-144/625`. -/
theorem site_response_witness :
    (∀ I, (siteProj I).IsSymmetric) ∧ ∑ I, siteProj I = LinearMap.id ∧
      ⟪(!₂[3 / 5, 4 / 5] : EuclideanSpace ℂ (Fin 2)), !₂[4 / 5, -3 / 5]⟫_ℂ = 0 ∧
      chi (fun _ : Unit => (!₂[3 / 5, 4 / 5] : EuclideanSpace ℂ (Fin 2)))
        (fun _ : Unit => !₂[4 / 5, -3 / 5]) (fun _ => -1) (fun _ => 1) siteProj 0 0
        = -144 / 625 := by
  refine ⟨fun I x y => ?_, ?_, ?_, ?_⟩
  · fin_cases I <;> simp [siteProj, PiLp.inner_apply, Fin.sum_univ_two]
  · refine LinearMap.ext fun x => ?_
    ext k
    fin_cases k <;> simp [siteProj, Fin.sum_univ_two]
  · -- the orbital coefficients are real
    have hc : ∀ z : ℂ, z.im = 0 → (starRingEnd ℂ) z = z := fun z hz =>
      Complex.conj_eq_iff_im.mpr hz
    simp [PiLp.inner_apply, Fin.sum_univ_two]
    norm_num
    rw [hc 3 (by simp), hc 4 (by simp), hc 5 (by simp)]
    ring
  · simp [chi, siteProj, PiLp.inner_apply]
    norm_num

end

end HubbardSiteResponse
```

Completeness of the sites matters. Keep only $P_0$ in this dimer, and $\chi$ becomes the single number $-144/625$: its row sum is not zero and it can be inverted. Charge can now leave the set of sites being counted, as it can when a calculation projects only onto selected atomic shells.

```lean
#print axioms HubbardSiteResponse.site_response
#print axioms HubbardSiteResponse.pairwise_form
#print axioms HubbardSiteResponse.det_chi
#print axioms HubbardSiteResponse.two_site
```

```
'HubbardSiteResponse.site_response' depends on axioms: [propext, Classical.choice, Quot.sound]
'HubbardSiteResponse.pairwise_form' depends on axioms: [propext, Classical.choice, Quot.sound]
'HubbardSiteResponse.det_chi' depends on axioms: [propext, Classical.choice, Quot.sound]
'HubbardSiteResponse.two_site' depends on axioms: [propext, Classical.choice, Quot.sound]
```
